# Canonical recursion for free fermions: sums of principal minors from traces of matrix powers

Let $A$ be a complex $M\times M$ matrix. For a subset $s$ of the $M$ indices let $A_s$ be the submatrix with rows and columns in $s$, and let $|s|$ be the number of elements of $s$. Define

$$Z_N=\sum_{|s|=N}\det A_s ,\qquad p_k=\operatorname{tr}(A^k).$$

Then $Z_0=1$, and for every $N\ge 1$

$$N\,Z_N=\sum_{k=1}^{N}(-1)^{k+1}\,p_k\,Z_{N-k}.$$

The matrix need not be Hermitian, diagonalisable or invertible. The recursion holds with entries in any commutative ring, and for $N>M$ its right-hand side is zero. The first two cases are $Z_1=p_1$ and $2Z_2=p_1^2-p_2$.

## Fixed particle number from one-particle traces

For non-interacting fermions in $M$ orthonormal orbitals (spin-orbitals in the case of electrons), with one-body Hamiltonian $h$ and inverse temperature $\beta$, put $A=e^{-\beta h}$: then $\det A_s$ is the diagonal element of the $N$-particle Boltzmann operator in the Slater determinant that occupies $s$, and $Z_N$ is the canonical partition function. Up to a scalar factor, the same sum is the fixed-$N$ weight of a single field configuration in a finite-temperature auxiliary-field scheme with a finite basis, where the propagation is one-body and $A$ is a product of time-slice matrices, in general not Hermitian. A code that evaluates $Z_N$ from $p_1,\dots,p_N$, and so avoids $\binom{M}{N}$ determinants, relies on the identity for a matrix of this general kind.

## From the grand determinant to the recursion

Let $X$ be a polynomial variable, the fugacity, let $G=1+XA$, and write $[X^N]f$ for the coefficient of $X^N$ in a polynomial $f$.

**Step 1.** Let $O_s$ have the rows of $A$ for $i\in s$ and the rows of the identity for $i\notin s$. With $\bar s$ the complement of $s$, $A_{s\bar s}$ the block with rows in $s$ and columns in $\bar s$, and the occupied orbitals ordered first in both rows and columns,

$$O_s=\begin{pmatrix}A_s & A_{s\bar s}\\ 0 & 1\end{pmatrix},\qquad \det O_s=\det A_s .$$

**Step 2.** Give orbital $i$ its own fugacity $d_i$ and set $B=1+\operatorname{diag}(d)\,A$, so that $B_{ij}=d_iA_{ij}+\delta_{ij}$. In the Leibniz formula $\det B=\sum_\sigma \operatorname{sgn}\sigma\prod_i B_{i\sigma(i)}$ over permutations $\sigma$, expand each product and let $s$ be the set of rows in which the $A$ term is chosen:

$$\prod_i B_{i\sigma(i)}=\sum_s\prod_{i\in s}d_iA_{i\sigma(i)}\prod_{i\notin s}\delta_{i\sigma(i)}=\sum_s\Big(\prod_{i\in s}d_i\Big)\prod_i (O_s)_{i\sigma(i)} .$$

Summing over $\sigma$ with the signs and using step 1 gives

$$\det\big(1+\operatorname{diag}(d)A\big)=\sum_s\Big(\prod_{i\in s}d_i\Big)\det A_s .$$

**Step 3.** With all $d_i=X$ the weight of $s$ is $X^{|s|}$, and grouping by $|s|$ gives $[X^N]\det G=Z_N$. The diagonal element $(\operatorname{adj}G)_{ii}$ of the adjugate is the determinant of $G$ with row $i$ replaced by row $i$ of the identity. That matrix is the case $d_i=0$, $d_j=X$ for $j\ne i$, so

$$(\operatorname{adj}G)_{ii}=\sum_{s\not\ni i}X^{|s|}\det A_s .$$

In the sum over $i$ each set $s$ appears once for each of its $M-|s|$ empty orbitals, hence $[X^N]\operatorname{tr}\operatorname{adj}G=(M-N)Z_N$.

**Step 4.** Define $T_k=\operatorname{tr}(A^k\operatorname{adj}G)$. Multiply $G\operatorname{adj}G=\det G\cdot 1$ from the left by $A^k$, use $A^kG=A^k+XA^{k+1}$, and take the trace:

$$T_k+X\,T_{k+1}=p_k\det G .$$

With $t_{k,N}=[X^N]T_k$ this reads $t_{k,0}=p_kZ_0$ and $t_{k,N+1}=p_kZ_{N+1}-t_{k+1,N}$. Induction on $N$, for all $k$ at once, gives

$$t_{k,N}=\sum_{j=0}^{N}(-1)^j\,p_{k+j}\,Z_{N-j}.$$

For the step to $N+1$, the term $p_kZ_{N+1}$ is the new $j=0$ term, and $-t_{k+1,N}=\sum_{j=0}^{N}(-1)^{j+1}p_{k+j+1}Z_{(N+1)-(j+1)}$ supplies the terms $1,\dots,N+1$ after the shift $j+1\to j$.

**Step 5.** At $k=0$ one has $p_0=M$ and $T_0=\operatorname{tr}\operatorname{adj}G$, so step 3 gives $t_{0,N+1}=(M-N-1)Z_{N+1}$. Therefore

$$t_{1,N}=MZ_{N+1}-(M-N-1)Z_{N+1}=(N+1)\,Z_{N+1}.$$

Step 4 gives $t_{1,N}=\sum_{j=0}^{N}(-1)^jp_{1+j}Z_{N-j}$. Setting $k=j+1$, so that $(-1)^j=(-1)^{k+1}$ and $N-j=(N+1)-k$, yields the recursion for $N+1$ particles. For $N>M$ no subset has $N$ elements, $Z_N=0$, and the alternating sum vanishes.

## Lean source

```lean
import Mathlib

open Matrix Polynomial

namespace FermionCanonicalRecursion

noncomputable section

variable {n : Type*} [Fintype n] [DecidableEq n] {R : Type*} [CommRing R]

/-- The principal minor of the one-particle matrix `A` on the set `s` of occupied orbitals. -/
def principalMinor (A : Matrix n n R) (s : Finset n) : R :=
  (A.submatrix (Subtype.val : s → n) (Subtype.val : s → n)).det

/-- `Z_N`: the sum of all principal `N × N` minors of `A`. -/
def Z (A : Matrix n n R) (N : ℕ) : R :=
  ∑ s ∈ Finset.univ.filter (fun s : Finset n => s.card = N), principalMinor A s

/-- The matrix with the rows of `A` on the occupied orbitals and identity rows elsewhere. -/
def occupiedRows (A : Matrix n n R) (s : Finset n) : Matrix n n R :=
  Matrix.of fun i j => if i ∈ s then A i j else if i = j then 1 else 0

/-- The matrix `1 + X A`, with the fugacity as polynomial variable `X`. -/
def grand (A : Matrix n n R) : Matrix n n R[X] := 1 + (X : R[X]) • A.map C

/-- The polynomial `T_k = tr (A^k adj (1 + X A))` in the fugacity. -/
def moment (A : Matrix n n R) (k : ℕ) : R[X] := ((A.map C) ^ k * (grand A).adjugate).trace

/-- Replacing the rows of the empty orbitals by identity rows gives a matrix whose determinant
is the principal minor on the occupied orbitals. -/
theorem det_occupiedRows (A : Matrix n n R) (s : Finset n) :
    (occupiedRows A s).det = principalMinor A s := by
  obtain ⟨e, h1, h2⟩ : ∃ e : s ⊕ {a // a ∉ s} ≃ n,
      (∀ i, e (Sum.inl i) = i.1) ∧ (∀ i, e (Sum.inr i) = i.1) :=
    ⟨Equiv.sumCompl (· ∈ s), fun _ => rfl, fun _ => rfl⟩
  -- occupied orbitals first: block triangular form
  have h : (occupiedRows A s).submatrix e e =
      fromBlocks (A.submatrix Subtype.val Subtype.val) (A.submatrix Subtype.val Subtype.val)
        0 1 := by
    ext (⟨i, hi⟩ | ⟨i, hi⟩) (⟨j, hj⟩ | ⟨j, hj⟩)
    · simp [occupiedRows, h1, hi]
    · simp [occupiedRows, h1, h2, hi]
    · have hij : i ≠ j := by rintro rfl; exact hi hj
      simp [occupiedRows, h1, h2, hi, hij]
    · simp [occupiedRows, h2, hi, Matrix.one_apply]
  rw [← Matrix.det_submatrix_equiv_self e, h, det_fromBlocks_zero₂₁, det_one, mul_one,
    principalMinor]

/-- With a fugacity `d i` for each orbital, `det (1 + diag d * A)` is the sum over occupation
sets of the product of their fugacities times their principal minor. -/
theorem det_one_add_diagonal_mul (A : Matrix n n R) (d : n → R) :
    (1 + diagonal d * A).det = ∑ s : Finset n, (∏ i ∈ s, d i) * principalMinor A s := by
  have hdet : ∀ M : Matrix n n R, M.det =
      ∑ σ : Equiv.Perm n, ((Equiv.Perm.sign σ : ℤ) : R) * ∏ i, M i (σ i) := fun M => by
    rw [← det_transpose, det_apply']
    rfl
  simp only [← det_occupiedRows, hdet, Finset.mul_sum]
  rw [Finset.sum_comm]
  refine Finset.sum_congr rfl fun σ _ => ?_
  -- expand each Leibniz product, choosing `A` or the identity row by row
  have key : ∏ i, (1 + diagonal d * A : Matrix n n R) i (σ i) =
      ∑ s : Finset n, (∏ i ∈ s, d i) * ∏ i, occupiedRows A s i (σ i) := by
    have e : ∀ i, (1 + diagonal d * A : Matrix n n R) i (σ i) =
        d i * A i (σ i) + (if i = σ i then 1 else 0) := fun i => by
      rw [Matrix.add_apply, diagonal_mul, Matrix.one_apply, add_comm]
    simp only [e]
    rw [Finset.prod_add, Finset.powerset_univ]
    refine Finset.sum_congr rfl fun s _ => ?_
    have h1 : ∏ i ∈ Finset.univ \ s, occupiedRows A s i (σ i) =
        ∏ i ∈ Finset.univ \ s, (if i = σ i then (1 : R) else 0) :=
      Finset.prod_congr rfl fun i hi => by simp [occupiedRows, (Finset.mem_sdiff.1 hi).2]
    have h2 : ∏ i ∈ s, occupiedRows A s i (σ i) = ∏ i ∈ s, A i (σ i) :=
      Finset.prod_congr rfl fun i hi => by simp [occupiedRows, hi]
    rw [← Finset.prod_sdiff (Finset.subset_univ s), h1, h2, Finset.prod_mul_distrib]
    ring
  rw [key, Finset.mul_sum]
  exact Finset.sum_congr rfl fun s _ => by ring

/-- In a sum over occupation sets of minors weighted by `w |s| X^|s|`, the coefficient of `X^N`
is `w N Z_N`. -/
theorem coeff_sum_minors (A : Matrix n n R) (w : ℕ → R) (N : ℕ) :
    (∑ s : Finset n, C (w s.card) * X ^ s.card * principalMinor (A.map C) s).coeff N =
      w N * Z A N := by
  have hm : ∀ s : Finset n, C (w s.card) * X ^ s.card * principalMinor (A.map C) s =
      C (w s.card * principalMinor A s) * X ^ s.card := fun s => by
    have : principalMinor (A.map C) s = C (principalMinor A s) := by
      unfold principalMinor
      rw [RingHom.map_det]
      rfl
    rw [this, map_mul]
    ring
  rw [← Polynomial.lcoeff_apply, map_sum]
  simp only [Polynomial.lcoeff_apply, hm, Polynomial.coeff_C_mul_X_pow]
  rw [Z, Finset.sum_filter, Finset.mul_sum]
  refine Finset.sum_congr rfl fun s _ => ?_
  by_cases h : s.card = N
  · subst h
    simp
  · simp [h, Ne.symm h]

/-- The coefficient of `X^N` in the polynomial `det (1 + X A)` is `Z_N`. -/
theorem coeff_det_grand (A : Matrix n n R) (N : ℕ) : (grand A).det.coeff N = Z A N := by
  have h : grand A = 1 + diagonal (fun _ => (X : R[X])) * A.map C :=
    Matrix.ext fun i j => by simp [grand, diagonal_mul]
  rw [h, det_one_add_diagonal_mul]
  simpa only [map_one, one_mul, Finset.prod_const] using coeff_sum_minors A (fun _ => 1) N

/-- The coefficient of `X^N` in `tr adj (1 + X A)` is `(M - N) Z_N`, with `M` the number of
orbitals. -/
theorem coeff_trace_adjugate (A : Matrix n n R) (N : ℕ) :
    (grand A).adjugate.trace.coeff N = ((Fintype.card n : R) - N) * Z A N := by
  -- a diagonal cofactor sets the fugacity of one orbital to zero
  have h : ∀ i, (grand A).adjugate i i = ∑ s : Finset n,
      (if i ∈ s then 0 else (X : R[X]) ^ s.card) * principalMinor (A.map C) s := by
    intro i
    have hu : (grand A).updateRow i (Pi.single i 1) =
        1 + diagonal (fun j => if j = i then 0 else (X : R[X])) * A.map C :=
      Matrix.ext fun j k => by
        by_cases hj : j = i
        · subst hj
          simp [diagonal_mul, Matrix.one_apply, Pi.single_apply, eq_comm]
        · simp [grand, diagonal_mul, hj]
    rw [adjugate_apply, hu, det_one_add_diagonal_mul]
    refine Finset.sum_congr rfl fun s _ => ?_
    congr 1
    by_cases hs : i ∈ s
    · rw [if_pos hs]
      exact Finset.prod_eq_zero hs (by simp)
    · rw [if_neg hs, ← Finset.prod_const]
      exact Finset.prod_congr rfl fun j hj => if_neg (by rintro rfl; exact hs hj)
  refine Eq.trans ?_ (coeff_sum_minors A (fun k : ℕ => (Fintype.card n : R) - (k : R)) N)
  refine congrArg (fun p : R[X] => p.coeff N) ?_
  simp only [Matrix.trace, Matrix.diag_apply, h]
  rw [Finset.sum_comm]
  refine Finset.sum_congr rfl fun s _ => ?_
  rw [← Finset.sum_mul]
  congr 1
  have e : ∀ i, (if i ∈ s then 0 else (X : R[X]) ^ s.card) =
      X ^ s.card - if i ∈ s then X ^ s.card else 0 := fun i => by
    split_ifs <;> simp
  rw [Finset.sum_congr rfl fun i _ => e i, Finset.sum_sub_distrib]
  simp [sub_mul]

/-- Consecutive moments obey `T_k + X T_(k+1) = tr (A^k) det (1 + X A)`. -/
theorem moment_step (A : Matrix n n R) (k : ℕ) :
    moment A k + X * moment A (k + 1) = C (A ^ k).trace * (grand A).det := by
  have h1 : ∀ Y : Matrix n n R[X], (A.map C) ^ k * (grand A * Y) =
      (A.map C) ^ k * Y + (X : R[X]) • ((A.map C) ^ (k + 1) * Y) := fun Y => by
    rw [grand, add_mul, one_mul, mul_add, smul_mul_assoc, mul_smul_comm, pow_succ, mul_assoc]
  have h2 : (A.map C) ^ k = (A ^ k).map C :=
    (map_pow (C : R →+* R[X]).mapMatrix A k).symm
  have htr : ((A.map C) ^ k).trace = C (A ^ k).trace := by
    rw [h2]
    simp [Matrix.trace, map_sum]
  have h3 := congrArg Matrix.trace (h1 (grand A).adjugate)
  rw [mul_adjugate, mul_smul_comm, mul_one, trace_smul, trace_add, trace_smul, htr,
    smul_eq_mul, smul_eq_mul] at h3
  unfold moment
  rw [← h3]
  exact mul_comm _ _

/-- The coefficient of `X^N` in `T_k` is `∑_{j=0..N} (-1)^j tr (A^(k+j)) Z_(N-j)`. -/
theorem coeff_moment (A : Matrix n n R) (N : ℕ) : ∀ k, (moment A k).coeff N =
    ∑ j ∈ Finset.range (N + 1), (-1) ^ j * (A ^ (k + j)).trace * Z A (N - j) := by
  induction N with
  | zero =>
    intro k
    simpa [coeff_det_grand] using congrArg (fun p : R[X] => p.coeff 0) (moment_step A k)
  | succ N ih =>
    intro k
    have h := congrArg (fun p : R[X] => p.coeff (N + 1)) (moment_step A k)
    simp only [coeff_add, coeff_X_mul, coeff_C_mul, coeff_det_grand] at h
    rw [ih (k + 1)] at h
    have e : ∑ j ∈ Finset.range (N + 1),
        (-1) ^ (j + 1) * (A ^ (k + (j + 1))).trace * Z A (N + 1 - (j + 1)) =
        -∑ j ∈ Finset.range (N + 1), (-1) ^ j * (A ^ (k + 1 + j)).trace * Z A (N - j) := by
      rw [← Finset.sum_neg_distrib]
      refine Finset.sum_congr rfl fun j _ => ?_
      rw [show k + (j + 1) = k + 1 + j by ring, show N + 1 - (j + 1) = N - j by omega,
        pow_succ (-1 : R) j]
      ring
    rw [Finset.sum_range_succ', e]
    simp only [pow_zero, add_zero, Nat.sub_zero, one_mul]
    linear_combination h

/-- Canonical recursion for free fermions:
`N Z_N = ∑_{k=1..N} (-1)^(k+1) tr (A^k) Z_(N-k)` for any square matrix over a commutative ring. -/
theorem canonical_recursion (A : Matrix n n R) (N : ℕ) :
    (N : R) * Z A N = ∑ k ∈ Finset.Icc 1 N, (-1) ^ (k + 1) * (A ^ k).trace * Z A (N - k) := by
  cases N with
  | zero => simp
  | succ N =>
    -- coefficient of `X^(N+1)` in `T_0 + X T_1 = M det (1 + X A)`
    have h := congrArg (fun p : R[X] => p.coeff (N + 1)) (moment_step A 0)
    simp only [coeff_add, coeff_X_mul, coeff_C_mul, coeff_det_grand] at h
    have h0 : moment A 0 = (grand A).adjugate.trace := by simp [moment]
    have ht : (A ^ 0).trace = (Fintype.card n : R) := by simp
    rw [h0, coeff_trace_adjugate, coeff_moment, ht] at h
    have hI : Finset.Icc 1 (N + 1) = Finset.Ico 1 (N + 1 + 1) := by
      ext x
      simp only [Finset.mem_Icc, Finset.mem_Ico]
      omega
    have e : ∑ k ∈ Finset.Icc 1 (N + 1), (-1) ^ (k + 1) * (A ^ k).trace * Z A (N + 1 - k) =
        ∑ j ∈ Finset.range (N + 1), (-1) ^ j * (A ^ (0 + 1 + j)).trace * Z A (N - j) := by
      rw [hI, Finset.sum_Ico_eq_sum_range, show N + 1 + 1 - 1 = N + 1 from rfl]
      refine Finset.sum_congr rfl fun j _ => ?_
      rw [show N + 1 - (1 + j) = N - j by omega, show 0 + 1 + j = 1 + j by omega,
        show 1 + j + 1 = j + 2 by omega, pow_add (-1 : R) j 2]
      ring
    rw [e]
    linear_combination (-1 : R) * h

/-- For a complex `M × M` matrix, `Z_0 = 1` and for `N ≥ 1` the value `Z_N` is the alternating
sum of `tr (A^k) Z_(N-k)` divided by `N`. -/
theorem canonical_recursion_complex {M : ℕ} (A : Matrix (Fin M) (Fin M) ℂ) :
    Z A 0 = 1 ∧ ∀ N : ℕ, 1 ≤ N → Z A N =
      (∑ k ∈ Finset.Icc 1 N, (-1) ^ (k + 1) * (A ^ k).trace * Z A (N - k)) / N := by
  constructor
  · have h : Finset.univ.filter (fun s : Finset (Fin M) => s.card = 0) = {∅} := by
      ext s
      simp
    have : IsEmpty ↥(∅ : Finset (Fin M)) := ⟨fun ⟨a, ha⟩ => by simp at ha⟩
    rw [Z, h, Finset.sum_singleton, principalMinor]
    exact Matrix.det_isEmpty
  · intro N hN
    have h : (N : ℂ) ≠ 0 := Nat.cast_ne_zero.2 (by omega)
    rw [← canonical_recursion A N, eq_div_iff h]
    exact mul_comm _ _

/-- With more particles than orbitals, the alternating sum of `tr (A^k) Z_(N-k)` vanishes. -/
theorem recursion_above_full_filling (A : Matrix n n R) (N : ℕ) (hN : Fintype.card n < N) :
    ∑ k ∈ Finset.Icc 1 N, (-1) ^ (k + 1) * (A ^ k).trace * Z A (N - k) = 0 := by
  have hZ : Z A N = 0 := Finset.sum_eq_zero fun s hs => by
    have h1 := (Finset.mem_filter.1 hs).2
    have h2 := Finset.card_le_univ s
    exfalso
    omega
  rw [← canonical_recursion A N, hZ, mul_zero]

end

end FermionCanonicalRecursion
```

```lean
#print axioms FermionCanonicalRecursion.canonical_recursion
#print axioms FermionCanonicalRecursion.canonical_recursion_complex
#print axioms FermionCanonicalRecursion.recursion_above_full_filling
```

```
'FermionCanonicalRecursion.canonical_recursion' depends on axioms: [propext, Classical.choice, Quot.sound]
'FermionCanonicalRecursion.canonical_recursion_complex' depends on axioms: [propext, Classical.choice, Quot.sound]
'FermionCanonicalRecursion.recursion_above_full_filling' depends on axioms: [propext, Classical.choice, Quot.sound]
```

## Orbitals, minors and the three final theorems

The type `n` is the finite set of orbitals, $M$ is `Fintype.card n`, and `R` is a commutative ring of matrix entries. An occupation is an unordered `s : Finset n`, so each Slater determinant is counted once and no factor $1/N!$ appears. `principalMinor A s` is $\det A_s$; it needs no ordering of the orbitals, because rows and columns are indexed by the same set, and the empty determinant is $1$. `Z A N` is $Z_N$. `occupiedRows A s`, `grand A` and `moment A k` are $O_s$, $G$ and $T_k$, where `A.map C` reads the entries of $A$ as constant polynomials in `R[X]`. The adjugate stands in for $\det G\cdot G^{-1}$, so invertibility of $G$ is never needed.

`canonical_recursion` states the identity with $N$ multiplied out, for every natural number `N` and with no hypothesis on `A`. At $N=0$ it says $0=0$.

`canonical_recursion_complex` takes `Matrix (Fin M) (Fin M) ℂ`, states `Z A 0 = 1`, and states that $Z_N$ equals the alternating sum divided by $N$ under the hypothesis `1 ≤ N`, at least one particle. The hypothesis matters: at $N=0$ Lean evaluates the quotient $0/0$ as $0$, whereas $Z_0=1$.

`recursion_above_full_filling` assumes `Fintype.card n < N`, more particles than orbitals, and states that the alternating sum is zero. For $M=1$, $A=(a)$ and $N=2$ it reads $a\cdot a-a^2=0$. The size $M=0$ is allowed too, with $Z_0=1$ and all traces zero.

## Lemmas matched to steps 1 to 5

`det_occupiedRows` is step 1: `Equiv.sumCompl` puts the occupied orbitals first, the four blocks are compared entry by entry, and `det_fromBlocks_zero₂₁` evaluates the block triangular determinant. `det_one_add_diagonal_mul` is step 2: `hdet` is the Leibniz formula in row form, `Finset.sum_comm` exchanges the sums over $s$ and $\sigma$, and `Finset.prod_add` is the expansion over subsets in `key`.

Step 3 takes three lemmas. `coeff_sum_minors` groups a sum over sets by $|s|$, with a weight `w` that depends only on $|s|$. `coeff_det_grand` uses it with weight $1$. `coeff_trace_adjugate` rewrites the cofactor by `adjugate_apply`, identifies `(grand A).updateRow i (Pi.single i 1)` with the matrix at $d_i=0$ in `hu`, counts the empty orbitals, and uses the weight $M-|s|$.

Step 4 is `moment_step`, which applies the trace to `h1` and inserts `mul_adjugate`, followed by `coeff_moment`. There the induction hypothesis is quantified over `k` and used as `ih (k + 1)`; `Finset.sum_range_succ'` splits off the $j=0$ term, `e` is the index shift, and `linear_combination h` closes the equation. Step 5 is the `succ` case of `canonical_recursion`: it takes the coefficient of $X^{N+1}$ in `moment_step A 0`, substitutes both coefficient formulas, and `e` sets $k=j+1$. The complex form divides by the nonzero number $N$, and the statement above full filling shows in `hZ` that the sum defining $Z_N$ has no terms.

## Exact arithmetic, finite basis, minors as the definition

The theorems fix the signs, the range of $k$, the index $N-k$ and the starting value, for every square matrix of finite size, in exact arithmetic. They say nothing about rounding. For $A=e^{-\beta h}$ the terms alternate in sign, so terms much larger than $NZ_N$ can cancel, and the file contains no bound on the resulting error in floating point. At $N=M+1$, where the exact value is zero, a correct floating-point implementation returns only accumulated rounding error.

The file takes the sum of minors as the definition of $Z_N$ and builds no Fock space, matrix exponential or temperature, so the readings as a partition function, the numerical remarks and the eigenvalue comparison below are commentary that the kernel has not seen. Interacting Hamiltonians, infinite orbital sets, occupation numbers and correlation functions are not covered. Over a general ring the value $Z_0=1$ is not among the final statements, and the recursion fixes $Z_N$ from the traces and the earlier values $Z_0,\dots,Z_{N-1}$ when $N$ is not a zero divisor of the ring (over $\mathbb{Z}$ by exact division) but can leave it undetermined otherwise: in the field with two elements the $2\times2$ zero and identity matrices both have $p_1=p_2=0$, while $Z_2$ is $0$ for the first and $1$ for the second.

The upper limit of the sum needs care. In ordinary notation, for $N\le M$, it can be raised from $N$ to $M$ with the convention $Z_m=0$ for negative $m$. In Lean `N - k` is subtraction of natural numbers and equals $0$ for $k>N$, so the extra terms would carry $Z_0=1$. For the $2\times2$ identity matrix and $N=1$ the sum up to $M$ would give $p_1-p_2=0$, while $Z_1=2$. The range `Finset.Icc 1 N` excludes these terms. A loop in a language where negative array indices wrap around can fail in a similar way.

An equivalent definition takes $Z_N$ as the $N$-th elementary symmetric polynomial of the eigenvalues of $A$, counted with algebraic multiplicity. The recursion then takes the form of Newton's identities, with $p_k$ the power sums of the eigenvalues. That version needs a setting in which the eigenvalues exist, such as $\mathbb{C}$, a separate argument that $\operatorname{tr}(A^k)$ is the power sum when $A$ is not diagonalisable, and another to connect $Z_N$ with the determinants $\det A_s$. The definition by minors refers only to the entries of $A$ in the basis that a code stores.
